# One joint distribution of ±1 spins attains every pair-correlation upper bound at prescribed means

A distribution is modelled here as a weight on whole configurations of all the spins, and not as a table of means and pair correlations. The choice matters because a table can be admissible pair by pair and still belong to no joint distribution: any two of three spins can be opposite, but not all three pairs at once. The problems below show that the upper bounds on the pair correlations do not conflict in this way. For any means m_i in [-1, 1] on finitely many sites, one distribution gives

C_ij = 1 - |m_i - m_j|

for all pairs i, j together, where C_ij is the average of the product of spins i and j.

In a binary alloy, the spin labels the species on a site and the mean fixes the site's average composition. For a finite set of sites with pair interactions that favour like species, part (h) gives the exact least average energy at given average site compositions, apart from constant and single-site terms, whose average those compositions already fix. The number of atoms of each species may differ from one configuration to another; if it is held fixed, the least average energy can be higher.

## Spins, weights and averages

The sites form a finite type `ι` with no geometry attached.

```lean
import Mathlib

open MeasureTheory

namespace SimultaneousPairCorrelations

noncomputable section

variable {ι : Type*} [Fintype ι] [DecidableEq ι]
```

A configuration σ assigns a `Bool` to each site, and `spin` turns it into a number s_i = +1 (up) or -1 (down).

```lean
/-- The spin value of a site: `+1` for `true` (up) and `-1` for `false` (down). -/
def spin (b : Bool) : ℝ := if b then 1 else -1
```

A distribution p has nonnegative weights with total one.

```lean
/-- A joint distribution of the spins: nonnegative weights on configurations with total one. -/
structure IsDistribution (p : (ι → Bool) → ℝ) : Prop where
  nonneg : ∀ σ, 0 ≤ p σ
  total : ∑ σ, p σ = 1
```

The average of an observable f is ⟨f⟩ = ∑_σ p(σ) f(σ).

```lean
/-- The average of an observable `f` over the configurations, with weights `p`. -/
def ensembleAvg (p : (ι → Bool) → ℝ) (f : (ι → Bool) → ℝ) : ℝ := ∑ σ, p σ * f σ
```

Three averages are needed: the mean M_i = ⟨s_i⟩, the correlation C_ij = ⟨s_i s_j⟩, which is not reduced by the product of the means, and the probability U_ij that i is up while j is down.

```lean
/-- The mean spin of site `i`. -/
def siteMean (p : (ι → Bool) → ℝ) (i : ι) : ℝ := ensembleAvg p fun σ => spin (σ i)

/-- The pair correlation of sites `i` and `j`, the average of the product of their spins. -/
def pairCorr (p : (ι → Bool) → ℝ) (i j : ι) : ℝ :=
  ensembleAvg p fun σ => spin (σ i) * spin (σ j)

/-- The probability that site `i` is up while site `j` is down. -/
def upDown (p : (ι → Bool) → ℝ) (i j : ι) : ℝ :=
  ensembleAvg p fun σ => if σ i = true ∧ σ j = false then 1 else 0
```

The symbol m_i is kept for a prescribed mean, and t_i = (1 + m_i)/2 is the corresponding probability of being up. A single number u determines a whole configuration: site i is up when u < t_i.

```lean
/-- The configuration produced by a number `u`: site `i` is up when `u < (1 + m i) / 2`. -/
def threshold (m : ι → ℝ) (u : ℝ) : ι → Bool := fun i => decide (u < (1 + m i) / 2)
```

With u uniform on [0, 1), the weight w(σ) of a configuration is the length of the set of u that produce it. In Lean this is Lebesgue measure restricted to `Set.Ico 0 1`, read as a real number.

```lean
/-- The distribution of the threshold configuration when `u` is uniform on `[0, 1)`. -/
def thresholdDist (m : ι → ℝ) (σ : ι → Bool) : ℝ :=
  (volume.restrict (Set.Ico (0 : ℝ) 1)).real (threshold m ⁻¹' {σ})
```

The pair energy is E(σ) = -∑_i ∑_j J_ij s_i s_j. The sum runs over ordered pairs, so each bond is counted in both directions, and the diagonal terms add a constant. A graph is described by setting J_ij = 0 where there is no bond.

```lean
/-- The pair energy of a configuration with couplings `J`, summed over ordered pairs of sites. -/
def pairEnergy (J : ι → ι → ℝ) (σ : ι → Bool) : ℝ :=
  -∑ i, ∑ j, J i j * (spin (σ i) * spin (σ j))
```

## (a) The correlation from two means and one probability

**Task.** Express C_ij through M_i, M_j and U_ij for an arbitrary distribution.

**Solution.** Let χ be 1 if i is up and j is down, and 0 otherwise. In every configuration

s_i s_j = 1 - (s_j - s_i) - 4χ.

If the spins agree, both sides are 1. If i is down and j is up, the right side is 1 - 2 = -1. If i is up and j is down, it is 1 + 2 - 4 = -1. Averaging, with total weight one, gives

C_ij = 1 - (M_j - M_i) - 4 U_ij.

In the proof, the two `cases` steps produce these four possibilities, and `hp.total` replaces the sum of the weights by 1.

```lean
/-- The pair correlation is fixed by the two means and the probability that `i` is up
while `j` is down. -/
theorem pairCorr_eq {p : (ι → Bool) → ℝ} (hp : IsDistribution p) (i j : ι) :
    pairCorr p i j = 1 - (siteMean p j - siteMean p i) - 4 * upDown p i j := by
  have h : pairCorr p i j
      = ∑ σ, p σ - (siteMean p j - siteMean p i) - 4 * upDown p i j := by
    simp only [pairCorr, siteMean, upDown, ensembleAvg, Finset.mul_sum,
      ← Finset.sum_sub_distrib]
    refine Finset.sum_congr rfl fun σ _ => ?_
    -- the identity holds configuration by configuration
    cases hi : σ i <;> cases hj : σ j <;> simp [spin]
    ring
  rw [h, hp.total]
```

## (b) When a pair reaches its upper bound

**Task.** Let M_i ≤ M_j. Show that C_ij = 1 - |M_i - M_j| exactly when every configuration with i up and j down has weight zero.

**Solution.** Here |M_i - M_j| = M_j - M_i, so part (a) reads

C_ij = 1 - |M_i - M_j| - 4 U_ij.

Equality therefore means U_ij = 0. Since U_ij is a sum of nonnegative weights, it vanishes exactly when each of them does. The steps `habs` and `hzero` are these two observations, and `linarith` combines them with part (a).

```lean
/-- If site `i` has the smaller mean, the correlation equals `1 - |mean i - mean j|` exactly
when no configuration with `i` up and `j` down carries weight. -/
theorem pairCorr_saturated_iff {p : (ι → Bool) → ℝ} (hp : IsDistribution p) {i j : ι}
    (hij : siteMean p i ≤ siteMean p j) :
    pairCorr p i j = 1 - |siteMean p i - siteMean p j| ↔
      ∀ σ, σ i = true → σ j = false → p σ = 0 := by
  have habs : |siteMean p i - siteMean p j| = siteMean p j - siteMean p i := by
    rw [abs_sub_comm, abs_of_nonneg (sub_nonneg.2 hij)]
  have hzero : upDown p i j = 0 ↔ ∀ σ, σ i = true → σ j = false → p σ = 0 := by
    unfold upDown ensembleAvg
    rw [Finset.sum_eq_zero_iff_of_nonneg
      (fun σ _ => mul_nonneg (hp.nonneg σ) (by split_ifs <;> norm_num))]
    constructor
    · intro h σ hi hj
      have h1 := h σ (Finset.mem_univ σ)
      rwa [if_pos ⟨hi, hj⟩, mul_one] at h1
    · intro h σ _
      by_cases hc : σ i = true ∧ σ j = false
      · rw [h σ hc.1 hc.2, zero_mul]
      · rw [if_neg hc, mul_zero]
  rw [pairCorr_eq hp i j, habs, ← hzero]
  constructor <;> intro h <;> linarith
```

## (c) Probabilities as lengths

**Task.** For a set S of configurations, show that the sum of w(σ) over S is the length of the set of u in [0, 1) whose configuration lies in S.

**Solution.** Each u produces one configuration, so the sets belonging to different σ are disjoint, and their union over S is the set in question. Each of them is a finite intersection of half-lines, u < t_i where σ has i up and u ≥ t_i where it has i down, so it is measurable and lengths add.

Additivity comes from `sum_measureReal_preimage_singleton`. The rest of the proof establishes measurability, one site at a time.

```lean
omit [DecidableEq ι] in
/-- The probability of an event under the threshold distribution is the length of the set of
numbers `u` in `[0, 1)` that produce it. -/
theorem thresholdDist_event (m : ι → ℝ) (s : Finset (ι → Bool)) :
    ∑ σ ∈ s, thresholdDist m σ
      = (volume.restrict (Set.Ico (0 : ℝ) 1)).real (threshold m ⁻¹' (s : Set (ι → Bool))) := by
  refine sum_measureReal_preimage_singleton s fun σ _ => ?_
  have h : threshold m ⁻¹' {σ} = ⋂ i, {u : ℝ | threshold m u i = σ i} := by
    ext u
    simp [funext_iff]
  rw [h]
  refine MeasurableSet.iInter fun i => ?_
  -- each site alone restricts `u` to a half-line
  cases hσ : σ i
  · have h2 : {u : ℝ | threshold m u i = false} = Set.Ici ((1 + m i) / 2) := by
      ext u
      simp [threshold]
    rw [h2]
    exact measurableSet_Ici
  · have h2 : {u : ℝ | threshold m u i = true} = Set.Iio ((1 + m i) / 2) := by
      ext u
      simp [threshold]
    rw [h2]
    exact measurableSet_Iio
```

## (d) The threshold weights form a distribution

**Task.** Show that the w(σ) are nonnegative and add up to one.

**Solution.** Lengths are nonnegative. Taking S in part (c) to be all configurations gives the length of [0, 1), which is 1. No restriction on m is needed yet.

```lean
/-- The threshold weights form a joint distribution of the spins. -/
theorem thresholdDist_isDistribution (m : ι → ℝ) : IsDistribution (thresholdDist m) where
  nonneg _ := measureReal_nonneg
  total := by
    rw [thresholdDist_event m Finset.univ]
    simp [measureReal_def]
```

## (e) The means come out as prescribed

**Task.** Show that M_i = m_i under the threshold weights if |m_i| ≤ 1.

**Solution.** Since s_i is twice the indicator of "i is up" minus one,

M_i = 2 P(i up) - 1.

By part (c), P(i up) is the length of the set of u in [0, 1) with u < t_i. Because 0 ≤ t_i ≤ 1, this set is [0, t_i), of length t_i. Hence

M_i = 2 t_i - 1 = m_i.

In Lean, `hs` is the first formula, `hpre` identifies the half-line u < t_i, and `hint` intersects it with [0, 1).

```lean
/-- The threshold distribution has the prescribed mean at every site whose prescribed mean
lies in `[-1, 1]`. -/
theorem thresholdDist_mean (m : ι → ℝ) (i : ι) (hm : |m i| ≤ 1) :
    siteMean (thresholdDist m) i = m i := by
  obtain ⟨h1, h2⟩ := abs_le.1 hm
  have hs : siteMean (thresholdDist m) i
      = 2 * ∑ σ ∈ Finset.univ.filter (fun σ : ι → Bool => σ i = true), thresholdDist m σ
        - ∑ σ, thresholdDist m σ := by
    unfold siteMean ensembleAvg
    rw [Finset.sum_filter, Finset.mul_sum, ← Finset.sum_sub_distrib]
    refine Finset.sum_congr rfl fun σ _ => ?_
    cases hi : σ i <;> simp [spin, hi]
    ring
  have hpre : threshold m ⁻¹'
      ((Finset.univ.filter (fun σ : ι → Bool => σ i = true) : Finset (ι → Bool)) :
        Set (ι → Bool)) = Set.Iio ((1 + m i) / 2) := by
    ext u
    simp [threshold]
  have hint : Set.Iio ((1 + m i) / 2) ∩ Set.Ico (0 : ℝ) 1 = Set.Ico 0 ((1 + m i) / 2) := by
    ext u
    simp only [Set.mem_inter_iff, Set.mem_Iio, Set.mem_Ico]
    constructor
    · rintro ⟨ha, hb, _⟩
      exact ⟨hb, ha⟩
    · rintro ⟨ha, hb⟩
      exact ⟨hb, ha, by linarith⟩
  -- site `i` is up with probability `(1 + m i) / 2`
  rw [hs, (thresholdDist_isDistribution m).total, thresholdDist_event, hpre, measureReal_def,
    Measure.restrict_apply measurableSet_Iio, hint, Real.volume_Ico,
    ENNReal.toReal_ofReal (by linarith)]
  ring
```

## (f) All pairs at once

**Task.** Given means m_i in [-1, 1], find one distribution with these means and C_ij = 1 - |m_i - m_j| for all i and j.

**Solution.** Take the threshold weights. Parts (d) and (e) show that they form a distribution with the right means. Let m_i ≤ m_j, so that t_i ≤ t_j. A number u that puts i up and j down would satisfy

u < t_i ≤ t_j ≤ u,

which is impossible. Such configurations have weight zero, and part (b) gives the correlation. If m_j ≤ m_i, exchange the two sites and use C_ij = C_ji. The same u serves every pair, so all the equalities hold in one distribution.

The statement reads in this order too: there is a `p` that is a distribution, has mean `m i` at every site, and has the stated correlation for every `i` and `j`. The quantifier over pairs comes after the choice of `p`, which expresses "at once". In the proof, `key` treats the case m_i ≤ m_j, and `hempty` is the contradiction for u.

```lean
/-- For any prescribed means in `[-1, 1]`, a single joint distribution of the spins has these
means and the pair correlations `1 - |m i - m j|` for all pairs at once. -/
theorem exists_simultaneous_correlations (m : ι → ℝ) (hm : ∀ i, |m i| ≤ 1) :
    ∃ p : (ι → Bool) → ℝ, IsDistribution p ∧ (∀ i, siteMean p i = m i) ∧
      ∀ i j, pairCorr p i j = 1 - |m i - m j| := by
  have hp := thresholdDist_isDistribution m
  have hmean := fun i => thresholdDist_mean m i (hm i)
  have key : ∀ i j, m i ≤ m j → pairCorr (thresholdDist m) i j = 1 - |m i - m j| := by
    intro i j hij
    have h := (pairCorr_saturated_iff hp (i := i) (j := j)
      (by rw [hmean, hmean]; exact hij)).2 ?_
    · rwa [hmean, hmean] at h
    · intro σ hi hj
      -- no `u` puts the site of smaller mean up and the other one down
      have hempty : threshold m ⁻¹' {σ} = ∅ := by
        refine Set.eq_empty_of_forall_notMem fun u hu => ?_
        have hu' : threshold m u = σ := hu
        rw [← hu'] at hi hj
        have ha : u < (1 + m i) / 2 := of_decide_eq_true hi
        have hb : ¬ u < (1 + m j) / 2 := of_decide_eq_false hj
        exact hb (by linarith)
      unfold thresholdDist
      rw [hempty, measureReal_empty]
  refine ⟨thresholdDist m, hp, hmean, fun i j => ?_⟩
  rcases le_total (m i) (m j) with h | h
  · exact key i j h
  · have hc : pairCorr (thresholdDist m) i j = pairCorr (thresholdDist m) j i := by
      simp only [pairCorr, mul_comm]
    rw [hc, abs_sub_comm]
    exact key j i h
```

## (g) The average energy from the pair correlations

**Task.** Express ⟨E⟩ through the C_ij.

**Solution.** All sums are finite, so the average can be taken term by term:

⟨E⟩ = -∑_i ∑_j J_ij C_ij.

The formal proof moves the sum over configurations inside the two site sums with `Finset.sum_comm`.

```lean
/-- The average pair energy is the coupling-weighted sum of the pair correlations, with a
minus sign. -/
theorem avg_pairEnergy (J : ι → ι → ℝ) (p : (ι → Bool) → ℝ) :
    ensembleAvg p (pairEnergy J) = -∑ i, ∑ j, J i j * pairCorr p i j := by
  simp only [ensembleAvg, pairEnergy, pairCorr, mul_neg, Finset.sum_neg_distrib,
    Finset.mul_sum]
  refine congrArg Neg.neg (Finset.sum_comm.trans ?_)
  refine Finset.sum_congr rfl fun i _ => Finset.sum_comm.trans ?_
  refine Finset.sum_congr rfl fun j _ => Finset.sum_congr rfl fun σ _ => ?_
  ring
```

## (h) The least average energy at fixed site means

**Task.** Let all J_ij ≥ 0 and all |m_i| ≤ 1. Find the least ⟨E⟩ among the distributions with M_i = m_i at every site.

**Solution.** The sign condition on J says that parallel spins lower the energy or leave it unchanged; in the alloy, like species attract relative to unlike ones. Part (a) and U_ij ≥ 0 give

C_ij ≤ 1 - (m_j - m_i).

Exchanging i and j gives C_ij ≤ 1 - (m_i - m_j), and together

C_ij ≤ 1 - |m_i - m_j|.

Multiplying by J_ij ≥ 0, summing and changing the sign yields

⟨E⟩ ≥ -∑_i ∑_j J_ij (1 - |m_i - m_j|).

The distribution of part (f) has C_ij = 1 - |m_i - m_j| for every pair, so it attains this bound on ⟨E⟩, and the bound is the minimum.

`IsLeast` contains both halves: the value belongs to the set of attainable average energies, and no member of the set lies below it. The first half uses part (f), and the second ends with `abs_cases`, which selects the relevant one of the two inequalities.

The spins are constrained only through their averages, so individual configurations may differ in composition. The minimised quantity is an energy without an entropy term, and not a free energy at finite temperature.

```lean
/-- For nonnegative couplings, the least average pair energy among all joint distributions
with site means `m` is `-∑ J i j (1 - |m i - m j|)`, and it is attained. -/
theorem least_energy_at_fixed_means (J : ι → ι → ℝ) (hJ : ∀ i j, 0 ≤ J i j)
    (m : ι → ℝ) (hm : ∀ i, |m i| ≤ 1) :
    IsLeast {E : ℝ | ∃ p : (ι → Bool) → ℝ, IsDistribution p ∧ (∀ i, siteMean p i = m i) ∧
      E = ensembleAvg p (pairEnergy J)} (-∑ i, ∑ j, J i j * (1 - |m i - m j|)) := by
  constructor
  · obtain ⟨p, hp, hmean, hcorr⟩ := exists_simultaneous_correlations m hm
    refine ⟨p, hp, hmean, ?_⟩
    rw [avg_pairEnergy]
    simp only [hcorr]
  · rintro E ⟨p, hp, hmean, rfl⟩
    rw [avg_pairEnergy]
    refine neg_le_neg (Finset.sum_le_sum fun i _ => Finset.sum_le_sum fun j _ =>
      mul_le_mul_of_nonneg_left ?_ (hJ i j))
    have hpos : ∀ a b, 0 ≤ upDown p a b := fun a b =>
      Finset.sum_nonneg fun σ _ => mul_nonneg (hp.nonneg σ)
        (by dsimp only; split_ifs <;> norm_num)
    have hc : pairCorr p i j = pairCorr p j i := by
      simp only [pairCorr, mul_comm]
    have h1 := pairCorr_eq hp i j
    have h2 := pairCorr_eq hp j i
    rw [hmean, hmean] at h1 h2
    have h3 := hpos i j
    have h4 := hpos j i
    rcases abs_cases (m i - m j) with h | h <;> linarith [h.1]

end

end SimultaneousPairCorrelations
```

```lean
#print axioms SimultaneousPairCorrelations.exists_simultaneous_correlations
#print axioms SimultaneousPairCorrelations.least_energy_at_fixed_means
```

```
'SimultaneousPairCorrelations.exists_simultaneous_correlations' depends on axioms: [propext, Classical.choice, Quot.sound]
'SimultaneousPairCorrelations.least_energy_at_fixed_means' depends on axioms: [propext, Classical.choice, Quot.sound]
```
